# The constraint multiplier of a rigid bond

A stiff bond vibrates faster than the other motions of a molecule and limits the time step of a molecular dynamics run, so it is often replaced by a bond of fixed length. The bond then exerts whatever force along its own axis keeps the length constant, and the question is how large that force is. SHAKE and RATTLE answer it step by step in discrete time for many coupled bonds; the result here is the continuous-time answer for a single bond, including the velocity condition that RATTLE imposes, and it says nothing about time steps or iterations.

## Claim and derivation

Let x(s) be the bond vector from a fixed point to an atom at time s, in a real inner-product space, v = x′ the velocity, a = v′(t) the acceleration at a time t, m the mass of the atom and F the applied force on it at t; two moving atoms are reduced to this case below. Suppose ‖x(s)‖ = d > 0 for all s near t, and that Newton's equation holds at t with a constraint force along the bond:

m a = F + l x.

A negative multiplier l pulls inwards. With the constraint force written as multiplier times gradient, l belongs to the constraint function (‖x‖² − d²)/2, whose gradient is x; for ‖x‖² − d² the multiplier would be l/2. The claim is that, at time t,

⟨x, v⟩ = 0 and l = −(⟨x, F⟩ + m‖v‖²)/d².

Differentiating ⟨x, x⟩ = d² gives

⟨x, v⟩ + ⟨v, x⟩ = 2⟨x, v⟩ = 0.

This holds at every time near t, so it can be differentiated again:

⟨x, a⟩ + ‖v‖² = 0.

Projecting Newton's equation on x gives

m⟨x, a⟩ = ⟨x, F⟩ + l d².

Substituting ⟨x, a⟩ = −‖v‖² yields l d² = −(⟨x, F⟩ + m‖v‖²), and division by d² finishes the derivation. The first term cancels the radial part of F and the second supplies the centripetal force.

Projecting on v shows that the constraint force does no work:

(m‖v‖²/2)′ = m⟨v, a⟩ = ⟨v, F⟩ + l⟨v, x⟩ = ⟨F, v⟩.

For two atoms with positions x₁, x₂, masses m₁, m₂ > 0, accelerations a₁, a₂ and applied forces F₁, F₂, put r = x₁ − x₂ and let m₁a₁ = F₁ + l r and m₂a₂ = F₂ − l r. Dividing by the masses and subtracting gives

a₁ − a₂ = F₁/m₁ − F₂/m₂ + l(1/m₁ + 1/m₂) r.

The reduced mass μ = m₁m₂/(m₁ + m₂) satisfies 1/μ = 1/m₁ + 1/m₂, so

μ(a₁ − a₂) = μ(F₁/m₁ − F₂/m₂) + l r,

which is the one-body equation with mass μ and the same l.

Conversely, drop the length condition, take m ≠ 0, and work on a time interval containing 0 on which x stays nonzero and Newton's equation holds at every time, with l set at each time by the formula with the current length ‖x‖ in place of d. Then l‖x‖² = −(⟨x, F⟩ + m‖v‖²), and the projection on x gives

m⟨x, v⟩′ = m⟨x, a⟩ + m‖v‖² = ⟨x, F⟩ + l‖x‖² + m‖v‖² = 0.

Hence ⟨x, v⟩ is conserved, (‖x‖²)′ = 2⟨x(0), v(0)⟩, and

‖x(t)‖² = ‖x(0)‖² + 2t⟨x(0), v(0)⟩.

In the smallest case, one dimension, x(t) = ±d, so the condition x v = 0 forces v = 0. The formula then reads l = −xF/d², and l x = −F: the constraint simply cancels the applied force.

## Formal development

In Lean 4 with Mathlib:

```lean
import Mathlib

open scoped InnerProductSpace Topology

namespace RigidBondMultiplier

noncomputable section

variable {E : Type*} [NormedAddCommGroup E] [InnerProductSpace ℝ E]
```

`E` is any real inner-product space, with no restriction on its dimension; `⟪x, F⟫_ℝ` is ⟨x, F⟩.

```lean
/-- Motion of a bond vector `x` of fixed length `d` around time `t`: near `t` it has velocity `v`
and length `d`, and at `t` it has acceleration `a`. -/
structure RigidBondMotion (d : ℝ) (x v : ℝ → E) (a : E) (t : ℝ) : Prop where
  vel : ∀ᶠ s in 𝓝 t, HasDerivAt x (v s) s
  acc : HasDerivAt v a t
  len : ∀ᶠ s in 𝓝 t, ‖x s‖ = d
```

The notation `∀ᶠ s in 𝓝 t` means "for all s in some neighbourhood of t". The fields `vel` and `len` state x′ = v and ‖x‖ = d on such a neighbourhood, while `acc` asks for v′ at t alone. A twice differentiable curve of constant length satisfies this at every t.

```lean
/-- The expression `-(⟪x, F⟫ + m ‖v‖²) / d²` for mass `m`, length `d`, position `x`,
velocity `v` and applied force `F`. -/
def multiplier (m d : ℝ) (x v F : E) : ℝ := -(⟪x, F⟫_ℝ + m * ‖v‖ ^ 2) / d ^ 2

/-- Reduced mass of two particles. -/
def reducedMass (m₁ m₂ : ℝ) : ℝ := m₁ * m₂ / (m₁ + m₂)

/-- Uniform circular motion of radius `d` and angular frequency `ω` in the complex plane. -/
def orbit (d ω t : ℝ) : ℂ := d * Complex.exp (ω * Complex.I * t)
```

`multiplier` is the right-hand side of the claim as a function of five independent arguments, `reducedMass` is μ, and `orbit d ω` is the curve t ↦ d·exp(iωt) with angular frequency ω.

```lean
/-- Newton's equation `m a = F + l x` projected on a vector `w`. -/
theorem newton_projected {m l : ℝ} {x a F : E} (hN : m • a = F + l • x) (w : E) :
    m * ⟪w, a⟫_ℝ = ⟪w, F⟫_ℝ + l * ⟪w, x⟫_ℝ := by
  rw [← real_inner_smul_right w a m, hN, inner_add_right, real_inner_smul_right]
```

This is the projection step for an arbitrary vector w: the rewrites move m inside the inner product, substitute Newton's equation and expand by linearity.

```lean
/-- Velocity constraint: if the length of `x` is constant near `t`, the velocity at `t` is
orthogonal to `x t`. -/
theorem velocity_constraint {d t : ℝ} {x : ℝ → E} {v : E} (hx : HasDerivAt x v t)
    (hd : ∀ᶠ s in 𝓝 t, ‖x s‖ = d) : ⟪x t, v⟫_ℝ = 0 := by
  -- differentiate ⟪x, x⟫ = d²
  have h1 := hx.inner ℝ hx
  have h2 : HasDerivAt (fun s => ⟪x s, x s⟫_ℝ) 0 t :=
    (hasDerivAt_const t (d ^ 2)).congr_of_eventuallyEq
      (hd.mono fun s hs => by simp only [real_inner_self_eq_norm_sq, hs])
  have h3 := h1.unique h2
  have hc := real_inner_comm (x t) v
  linarith
```

The function s ↦ ⟨x(s), x(s)⟩ is differentiated in two ways. The product rule `hx.inner ℝ hx` gives ⟨x, v⟩ + ⟨v, x⟩, and agreement with the constant d² near t gives 0. Uniqueness of the derivative, `h1.unique h2`, equates the two, and symmetry of the inner product completes the step.

```lean
/-- Acceleration constraint: for a bond of fixed length, `⟪x, a⟫ + ‖v‖² = 0`. -/
theorem acceleration_constraint {d t : ℝ} {x v : ℝ → E} {a : E}
    (h : RigidBondMotion d x v a t) : ⟪x t, a⟫_ℝ + ‖v t‖ ^ 2 = 0 := by
  -- the velocity constraint holds near t, so it can be differentiated once more
  have h0 : ∀ᶠ s in 𝓝 t, ⟪x s, v s⟫_ℝ = 0 :=
    (h.vel.and h.len.eventually_nhds).mono fun s hs => velocity_constraint hs.1 hs.2
  have h1 := h.vel.self_of_nhds.inner ℝ h.acc
  have h2 : HasDerivAt (fun s => ⟪x s, v s⟫_ℝ) 0 t :=
    (hasDerivAt_const t (0 : ℝ)).congr_of_eventuallyEq h0
  have h3 := h1.unique h2
  rwa [real_inner_self_eq_norm_sq] at h3
```

The same pattern is applied to ⟨x, v⟩. The step `h0` carries the phrase "at every time near t": `eventually_nhds` says that each s close to t has a neighbourhood of its own on which the length is d, so `velocity_constraint` applies at s.

```lean
/-- For a bond of fixed length `d > 0` obeying `m a = F + l x`, the velocity is orthogonal to
the bond and the Lagrange multiplier is `l = -(⟪x, F⟫ + m ‖v‖²) / d²`. -/
theorem rigid_bond_multiplier {d t m l : ℝ} {x v : ℝ → E} {a F : E} (hd : 0 < d)
    (h : RigidBondMotion d x v a t) (hN : m • a = F + l • x t) :
    ⟪x t, v t⟫_ℝ = 0 ∧ l = multiplier m d (x t) (v t) F := by
  refine ⟨velocity_constraint h.vel.self_of_nhds h.len, ?_⟩
  have ha := acceleration_constraint h
  have hlen : ‖x t‖ = d := h.len.self_of_nhds
  -- radial component of Newton's equation
  have hr := newton_projected hN (x t)
  rw [real_inner_self_eq_norm_sq, hlen] at hr
  rw [multiplier, eq_div_iff (pow_ne_zero 2 hd.ne')]
  linear_combination m * ha - hr
```

This is the claim. The form m a = F + l x is the hypothesis `hN`: that the constraint force lies along the bond is assumed, not derived. It is needed at t only, F is a plain vector with no force law behind it, and m is any real number. The theorem determines l for a given motion and does not construct the motion. In the proof `hr` is the projection on x, `eq_div_iff` uses d > 0 to clear the denominator, and `linear_combination m * ha - hr` is the substitution made above.

```lean
/-- For a bond of fixed length obeying `m a = F + l x`, the time derivative of the kinetic
energy `m ‖v‖² / 2` is the power `⟪F, v⟫` of the applied force alone. -/
theorem kinetic_energy_rate {d t m l : ℝ} {x v : ℝ → E} {a F : E}
    (h : RigidBondMotion d x v a t) (hN : m • a = F + l • x t) :
    HasDerivAt (fun s => m / 2 * ‖v s‖ ^ 2) ⟪F, v t⟫_ℝ t := by
  have h1 : HasDerivAt (fun s => m / 2 * ⟪v s, v s⟫_ℝ)
      (m / 2 * (⟪v t, a⟫_ℝ + ⟪a, v t⟫_ℝ)) t := (h.acc.inner ℝ h.acc).const_mul (m / 2)
  simp only [real_inner_self_eq_norm_sq] at h1
  refine h1.congr_deriv ?_
  have h0 := velocity_constraint h.vel.self_of_nhds h.len
  have hp := newton_projected hN (v t)
  rw [real_inner_comm (x t) (v t), h0, real_inner_comm F (v t)] at hp
  rw [real_inner_comm (v t) a]
  linear_combination hp
```

Here d need not be positive. The product rule gives (m/2)(⟨v, a⟩ + ⟨a, v⟩), and `hp`, the projection on v with ⟨v, x⟩ = 0 inserted, identifies this with ⟨F, v⟩.

```lean
/-- Two atoms at fixed distance `d > 0` with constraint forces `± l (x₁ - x₂)`: the relative
velocity is orthogonal to the bond, and `l` is the multiplier expression for the reduced mass
`μ`, the relative coordinates and the force `μ (F₁ / m₁ - F₂ / m₂)`. -/
theorem diatomic_multiplier {d t m₁ m₂ l : ℝ} {x₁ x₂ v₁ v₂ : ℝ → E} {a₁ a₂ F₁ F₂ : E}
    (hd : 0 < d) (hm₁ : 0 < m₁) (hm₂ : 0 < m₂)
    (hx₁ : ∀ᶠ s in 𝓝 t, HasDerivAt x₁ (v₁ s) s) (hx₂ : ∀ᶠ s in 𝓝 t, HasDerivAt x₂ (v₂ s) s)
    (hv₁ : HasDerivAt v₁ a₁ t) (hv₂ : HasDerivAt v₂ a₂ t)
    (hlen : ∀ᶠ s in 𝓝 t, ‖x₁ s - x₂ s‖ = d)
    (hN₁ : m₁ • a₁ = F₁ + l • (x₁ t - x₂ t)) (hN₂ : m₂ • a₂ = F₂ - l • (x₁ t - x₂ t)) :
    ⟪x₁ t - x₂ t, v₁ t - v₂ t⟫_ℝ = 0 ∧
      l = multiplier (reducedMass m₁ m₂) d (x₁ t - x₂ t) (v₁ t - v₂ t)
        (reducedMass m₁ m₂ • (m₁⁻¹ • F₁ - m₂⁻¹ • F₂)) := by
  have h : RigidBondMotion d (fun s => x₁ s - x₂ s) (fun s => v₁ s - v₂ s) (a₁ - a₂) t :=
    ⟨(hx₁.and hx₂).mono fun s hs => hs.1.fun_sub hs.2, hv₁.fun_sub hv₂, hlen⟩
  -- Newton's equation for the relative coordinate
  have hN : reducedMass m₁ m₂ • (a₁ - a₂)
      = reducedMass m₁ m₂ • (m₁⁻¹ • F₁ - m₂⁻¹ • F₂) + l • (x₁ t - x₂ t) := by
    have e₁ : F₁ = m₁ • a₁ - l • (x₁ t - x₂ t) := by rw [hN₁]; abel
    have e₂ : F₂ = m₂ • a₂ + l • (x₁ t - x₂ t) := by rw [hN₂]; abel
    have n₁ := hm₁.ne'
    have n₂ := hm₂.ne'
    have n₃ : m₁ + m₂ ≠ 0 := (add_pos hm₁ hm₂).ne'
    rw [e₁, e₂, reducedMass]
    match_scalars <;> first | ring1 | (field_simp; done) | (field_simp; ring)
  exact rigid_bond_multiplier hd h hN
```

The equal and opposite constraint forces are the hypotheses `hN₁` and `hN₂`; v₁ − v₂ is the relative velocity. The proof shows that r is a `RigidBondMotion`, then checks the relative equation `hN` by writing F₁ and F₂ in terms of the accelerations and comparing scalar coefficients with `match_scalars`. The one-body theorem does the rest.

```lean
/-- If a nowhere vanishing curve obeys `m a = F + l x` with `l` always equal to the multiplier
expression for the current length, then `‖x t‖² = ‖x 0‖² + 2 t ⟪x 0, v 0⟫`. -/
theorem squared_length_drift {m : ℝ} {l : ℝ → ℝ} {x v a F : ℝ → E} (hm : m ≠ 0)
    (hx : ∀ s, HasDerivAt x (v s) s) (hv : ∀ s, HasDerivAt v (a s) s) (hne : ∀ s, x s ≠ 0)
    (hN : ∀ s, m • a s = F s + l s • x s)
    (hl : ∀ s, l s = multiplier m ‖x s‖ (x s) (v s) (F s)) (t : ℝ) :
    ‖x t‖ ^ 2 = ‖x 0‖ ^ 2 + 2 * t * ⟪x 0, v 0⟫_ℝ := by
  have const : ∀ f : ℝ → ℝ, (∀ s, HasDerivAt f 0 s) → ∀ s, f s = f 0 := fun f hf s =>
    is_const_of_deriv_eq_zero (fun y => (hf y).differentiableAt) (fun y => (hf y).deriv) s 0
  -- ⟪x, v⟫ is conserved
  have hp : ∀ s, ⟪x s, v s⟫_ℝ = ⟪x 0, v 0⟫_ℝ := by
    refine const (fun s => ⟪x s, v s⟫_ℝ) fun s => ((hx s).inner ℝ (hv s)).congr_deriv ?_
    have hr := newton_projected (hN s) (x s)
    rw [real_inner_self_eq_norm_sq] at hr
    have hl' : l s * ‖x s‖ ^ 2 = -(⟪x s, F s⟫_ℝ + m * ‖v s‖ ^ 2) := by
      rw [hl s, multiplier]
      exact div_mul_cancel₀ _ (pow_ne_zero 2 (norm_ne_zero_iff.mpr (hne s)))
    rw [real_inner_self_eq_norm_sq]
    apply mul_left_cancel₀ hm
    linear_combination hr + hl'
  -- hence ⟪x s, x s⟫ - 2 s ⟪x 0, v 0⟫ is constant in s
  have hq := const (fun s => ⟪x s, x s⟫_ℝ - s * (2 * ⟪x 0, v 0⟫_ℝ)) (fun s => by
    refine (((hx s).inner ℝ (hx s)).fun_sub
      ((hasDerivAt_id' s).mul_const (2 * ⟪x 0, v 0⟫_ℝ))).congr_deriv ?_
    have hc := real_inner_comm (x s) (v s)
    have := hp s
    linarith) t
  simp only [real_inner_self_eq_norm_sq] at hq
  linear_combination hq
```

Now l, a and F are functions of time, and the hypotheses on the motion hold for all real s. The mass must also be nonzero (`hm`), which the docstring does not say: with m = 0, F = 0 and l = 0 every nowhere vanishing twice differentiable curve would meet the other hypotheses, whatever its length does. The helper `const` says that a function with zero derivative everywhere is constant. It is applied to ⟨x, v⟩ in `hp`, where `hne` allows l‖x‖² to be recovered from the quotient, and to ⟨x, x⟩ − 2s⟨x(0), v(0)⟩ in `hq`.

The global hypotheses are more restrictive than the conclusion suggests. The left side is never negative, whereas a linear function of t with nonzero slope is negative for some real t. A curve that satisfies the hypotheses on the whole time axis therefore has ⟨x(0), v(0)⟩ = 0. A drift that actually occurs belongs to solutions on an interval on which x stays nonzero; the interval version, this observation about the slope and the one-dimensional case above were argued on paper and are not theorems of the file.

```lean
/-- For `m ≠ 0` and a curve that at all real times is nonzero and obeys `m a = F + l x` with `l`
the multiplier expression for the current length, the length equals `‖x 0‖` at all times iff
the initial velocity is orthogonal to the initial bond vector. -/
theorem length_preserved_iff {m : ℝ} {l : ℝ → ℝ} {x v a F : ℝ → E} (hm : m ≠ 0)
    (hx : ∀ s, HasDerivAt x (v s) s) (hv : ∀ s, HasDerivAt v (a s) s) (hne : ∀ s, x s ≠ 0)
    (hN : ∀ s, m • a s = F s + l s • x s)
    (hl : ∀ s, l s = multiplier m ‖x s‖ (x s) (v s) (F s)) :
    (∀ t, ‖x t‖ = ‖x 0‖) ↔ ⟪x 0, v 0⟫_ℝ = 0 := by
  refine ⟨fun h => velocity_constraint (hx 0) (Filter.Eventually.of_forall h), fun h t => ?_⟩
  have hq := squared_length_drift hm hx hv hne hN hl t
  rw [h, mul_zero, add_zero] at hq
  exact (sq_eq_sq₀ (norm_nonneg _) (norm_nonneg _)).mp hq
```

Left to right is `velocity_constraint` at time 0. Right to left sets the slope to zero in the previous formula and passes from squares to norms, which are nonnegative. By the observation on the slope, both sides of the equivalence are true for every curve that meets these hypotheses, so the statement is best read as saying that such a curve keeps its length.

```lean
/-- Uniform circular motion is a bond motion of fixed length `d` with velocity `i ω x` and
acceleration `-ω² x`, and obeys `m a = F + l x` with `F = 0` and `l = -m ω²`. -/
theorem circular_motion_witness {d : ℝ} (hd : 0 < d) (ω m t : ℝ) :
    RigidBondMotion d (orbit d ω) (fun s => ω * Complex.I * orbit d ω s)
        (-(ω : ℂ) ^ 2 * orbit d ω t) t ∧
      m • (-(ω : ℂ) ^ 2 * orbit d ω t) = 0 + (-(m * ω ^ 2)) • orbit d ω t := by
  have hx : ∀ s : ℝ, HasDerivAt (orbit d ω) (ω * Complex.I * orbit d ω s) s := by
    intro s
    have h0 : HasDerivAt (fun y : ℝ => (y : ℂ)) 1 s := (hasDerivAt_id' (s : ℂ)).comp_ofReal
    have h1 : HasDerivAt (fun y : ℝ => (ω : ℂ) * Complex.I * (y : ℂ)) (ω * Complex.I * 1) s :=
      h0.const_mul _
    have h2 : HasDerivAt (orbit d ω)
        (d * (Complex.exp (ω * Complex.I * s) * (ω * Complex.I * 1))) s :=
      h1.cexp.const_mul (d : ℂ)
    refine h2.congr_deriv ?_
    unfold orbit
    ring
  refine ⟨⟨Filter.Eventually.of_forall hx, ?_, Filter.Eventually.of_forall fun s => ?_⟩, ?_⟩
  · refine ((hx t).const_mul ((ω : ℂ) * Complex.I)).congr_deriv ?_
    linear_combination ((ω : ℂ) ^ 2 * orbit d ω t) * Complex.I_sq
  · simp [orbit, Complex.norm_exp, abs_of_pos hd]
  · simp only [Complex.real_smul]
    push_cast
    ring

end

end RigidBondMultiplier
```

With `E` taken as the complex plane, uniform circular motion has velocity iωx, acceleration −ω²x and length d, and it obeys Newton's equation with F = 0 and l = −mω², for all real ω, m and t. The chain rule for `Complex.exp` gives the velocity, i² = −1 the acceleration, and |exp(iωs)| = 1 the length. The value of l agrees with the formula, since ‖v‖² = ω²d² gives −mω²d²/d².

```lean
#print axioms RigidBondMultiplier.rigid_bond_multiplier
#print axioms RigidBondMultiplier.kinetic_energy_rate
#print axioms RigidBondMultiplier.diatomic_multiplier
#print axioms RigidBondMultiplier.length_preserved_iff
```

```
'RigidBondMultiplier.rigid_bond_multiplier' depends on axioms: [propext, Classical.choice, Quot.sound]
'RigidBondMultiplier.kinetic_energy_rate' depends on axioms: [propext, Classical.choice, Quot.sound]
'RigidBondMultiplier.diatomic_multiplier' depends on axioms: [propext, Classical.choice, Quot.sound]
'RigidBondMultiplier.length_preserved_iff' depends on axioms: [propext, Classical.choice, Quot.sound]
```
